# Conjugate Complex Steps for Hermitian A and B: Eigenvalues Paired Across the Unit Circle

Let A and B be Hermitian n × n matrices, w a complex number and t a real time. Put

S(z) = exp(−izA/2) exp(−izB) exp(−izA/2),  U = S(wt) S(w̄t).

If z is an eigenvalue of U, then z ≠ 0 and 1/z̄ is also an eigenvalue. Moreover |det U| = 1, although U need not be unitary.

With ħ = 1 and Re w = 1/2, the two substeps add up to t, and for small t the matrix U approximates the evolution exp(−it(A + B)). For small enough t all eigenvalues of U lie on the unit circle. At larger t some can leave it, and an eigenvalue inside the circle then comes with one outside it, whose eigenvector grows under repeated steps.

## A conserved form and its consequences

Since A and B are Hermitian, taking the adjoint conjugates the coefficients in the exponents:

S(z)† = exp(iz̄A/2) exp(iz̄B) exp(iz̄A/2) = S(z̄)⁻¹.

Write Q = S(wt) and P = S(w̄t), so that U = QP. Then Q†P = 1 and P†Q = 1, and

U†PU = P†(Q†P)QP = (P†Q)P = P.

Because P is invertible, determinants give |det U|² = 1. The same identity gives

(U − z)†PU = U†PU − z̄PU = P(1 − z̄U).

If z is an eigenvalue, the left side is singular, hence so is 1 − z̄U. Some u ≠ 0 then satisfies u = z̄Uu. This forces z̄ ≠ 0 and Uu = u/z̄.

For unitarity, compute

U†(PQ) = P†(Q†P)Q = P†Q = 1.

Thus PQ is the inverse of U†, and U is unitary exactly when QP = PQ.

For n = 1 everything commutes: U = exp(−2i Re(w) t (A + B)) is a phase, and its eigenvalue is its own partner.

## A qubit whose step is not unitary

Take A = σz, B = σx, t = π and w = 1/2 + iy with y real and non-zero. Let e = exp(−iwπ) and f = exp(iwπ), so ef = 1. Since σ² = 1 gives exp(cσ) = cosh(c) + sinh(c)σ, multiplying the three factors yields

Q = ½ [[e² + 1, e − f], [e − f, f² + 1]].

As w̄π = π − wπ, the matrix P follows by replacing e with −f and f with −e:

P = ½ [[f² + 1, e − f], [e − f, e² + 1]].

The upper right entry of QP − PQ is

½(e² + 1)(e − f) − ½(f² + 1)(e − f) = ½(e − f)²(e + f).

It is non-zero because |e| = exp(πy) differs from |f| = exp(−πy). The eigenvalues also leave the unit circle: det U = 1 and tr U = e² + f² = −2 cosh(2πy), so they are −exp(2πy) and −exp(−2πy). The choice y = √3/6, which gives the third-order composition, is included.

## The splitting step as a matrix

The basis states are labelled by a finite type `n`, and operators are complex matrices over it.

In Lean 4 with Mathlib:

```lean
import Mathlib

open Matrix ComplexConjugate

namespace ComplexComposition

noncomputable section

variable {n : Type*} [Fintype n] [DecidableEq n]
```

The step uses true matrix exponentials, not truncated series.

```lean
/-- The symmetric splitting step `S(z) = exp(-izA/2) exp(-izB) exp(-izA/2)` with complex
time step `z`. -/
def strang (A B : Matrix n n ℂ) (z : ℂ) : Matrix n n ℂ :=
  NormedSpace.exp ((-(z * Complex.I / 2)) • A) * NormedSpace.exp ((-(z * Complex.I)) • B) *
    NormedSpace.exp ((-(z * Complex.I / 2)) • A)
```

In the composition, the substep with `conj w` acts first. No condition on the real part of `w` is imposed.

```lean
/-- The composition `U = S(wt) S(conj(w) t)` of two steps with conjugate coefficients. -/
def composed (A B : Matrix n n ℂ) (w : ℂ) (t : ℝ) : Matrix n n ℂ :=
  strang A B (w * t) * strang A B (conj w * t)
```

An eigenvalue requires a non-zero eigenvector; multiplicities are not recorded. The letter `z` serves both for a time step and for an eigenvalue.

```lean
/-- The number `z` is an eigenvalue of `M`: some non-zero vector `v` satisfies `M v = z v`. -/
def IsEigenvalue (M : Matrix n n ℂ) (z : ℂ) : Prop :=
  ∃ v : n → ℂ, v ≠ 0 ∧ M *ᵥ v = z • v
```

## From adjoints to the reflected spectrum

The first lemma merges two exponentials of the same matrix, whose exponents cancel.

```lean
/-- For Hermitian `H`, the adjoint of `exp(cH)` is inverse to `exp(dH)` when
`conj(c) + d = 0`. -/
theorem exp_adjoint_mul {H : Matrix n n ℂ} (hH : H.IsHermitian) {c d : ℂ}
    (h : conj c + d = 0) :
    (NormedSpace.exp (c • H))ᴴ * NormedSpace.exp (d • H) = 1 := by
  have h' : star c + d = 0 := h
  rw [← Matrix.exp_conjTranspose, conjTranspose_smul, hH.eq,
    ← Matrix.exp_add_of_commute _ _ (((Commute.refl H).smul_left _).smul_right _),
    ← add_smul, h', zero_smul, NormedSpace.exp_zero]
```

Applied to each factor, it gives S(z)†S(z̄) = 1. The auxiliary `key` cancels the factors from the middle outwards.

```lean
variable {A B : Matrix n n ℂ}

/-- For Hermitian `A` and `B`, the adjoint of the step `S(z)` is the inverse of the step
`S(conj z)`. -/
theorem strang_adjoint_mul (hA : A.IsHermitian) (hB : B.IsHermitian) {z z' : ℂ}
    (h : z' = conj z) : (strang A B z)ᴴ * strang A B z' = 1 := by
  subst h
  -- the factors cancel pairwise from the middle outwards
  have key : ∀ a b a' b' : Matrix n n ℂ, a * a' = 1 → b * b' = 1 →
      a * (b * a) * (a' * b' * a') = 1 := by
    intro a b a' b' h k
    calc a * (b * a) * (a' * b' * a') = a * (b * (a * a') * b') * a' := by
          simp only [Matrix.mul_assoc]
      _ = 1 := by rw [h, mul_one, k, mul_one, h]
  unfold strang
  rw [conjTranspose_mul, conjTranspose_mul]
  refine key _ _ _ _ (exp_adjoint_mul hA ?_) (exp_adjoint_mul hB ?_) <;>
    simp only [map_neg, map_mul, map_div₀, Complex.conj_I, map_ofNat] <;> ring
```

Next comes U†PU = P. The matrix P need not be Hermitian or positive, so the conserved form is not in general an inner product. Taking the adjoint of U†PU = P shows, however, that P + P† is conserved too. For small enough t, P is close to 1 and P + P† is positive definite, so every eigenvalue of U then has modulus 1. This consequence is not formalised here.

```lean
/-- For Hermitian `A` and `B`, the composition conserves the sesquilinear form with matrix
`P = S(conj(w) t)`, that is `Uᴴ P U = P`. -/
theorem conserved_form (hA : A.IsHermitian) (hB : B.IsHermitian) (w : ℂ) (t : ℝ) :
    (composed A B w t)ᴴ * strang A B (conj w * t) * composed A B w t =
      strang A B (conj w * t) := by
  have h1 := strang_adjoint_mul hA hB (z := w * t) (z' := conj w * t) (by simp)
  have h2 := strang_adjoint_mul hA hB (z := conj w * t) (z' := w * t) (by simp)
  unfold composed
  rw [conjTranspose_mul]
  generalize strang A B (w * t) = Q at *
  generalize strang A B (conj w * t) = P at *
  calc Pᴴ * Qᴴ * P * (Q * P) = Pᴴ * (Qᴴ * P) * Q * P := by simp only [Matrix.mul_assoc]
    _ = P := by rw [h1, mul_one, h2, one_mul]
```

The main theorem assumes only that A and B are Hermitian. Its `key` is the identity for (U − z)†PU above; determinants transfer the singularity, and `exists_mulVec_eq_zero_iff` converts between a zero determinant and a null vector. Applying it to a kinetic energy operator on continuous space requires a prior reduction to a finite Hermitian matrix.

```lean
/-- For Hermitian `A` and `B`, each eigenvalue `z` of `U = S(wt) S(conj(w) t)` is non-zero and
`1/conj(z)` is an eigenvalue too; moreover `|det U| = 1`. -/
theorem spectrum_reflection (hA : A.IsHermitian) (hB : B.IsHermitian) (w : ℂ) (t : ℝ) :
    (∀ z, IsEigenvalue (composed A B w t) z →
      z ≠ 0 ∧ IsEigenvalue (composed A B w t) (conj z)⁻¹) ∧
    ‖(composed A B w t).det‖ = 1 := by
  have hU := conserved_form hA hB w t
  have hP : (strang A B (conj w * t)).det ≠ 0 := by
    intro h
    have h1 := congrArg Matrix.det
      (strang_adjoint_mul hA hB (z := w * t) (z' := conj w * t) (by simp))
    rw [det_mul, h, mul_zero, det_one] at h1
    exact zero_ne_one h1
  generalize composed A B w t = U at *
  generalize strang A B (conj w * t) = P at *
  constructor
  · rintro z ⟨v, hv, hz⟩
    have h0 : (U - z • (1 : Matrix n n ℂ)).det = 0 :=
      exists_mulVec_eq_zero_iff.mp
        ⟨v, hv, by rw [sub_mulVec, smul_mulVec, one_mulVec, hz, sub_self]⟩
    -- the conserved form carries `U - z` into `1 - conj(z) U`
    have key : (U - z • (1 : Matrix n n ℂ))ᴴ * P * U = P * (1 - conj z • U) := by
      rw [conjTranspose_sub, conjTranspose_smul, conjTranspose_one, sub_mul, sub_mul, hU,
        mul_sub, mul_one]
      simp only [smul_mul_assoc, one_mul, mul_smul_comm, starRingEnd_apply]
    have h1 := congrArg Matrix.det key
    simp only [det_mul, det_conjTranspose, h0, star_zero, zero_mul] at h1
    obtain ⟨u, hu, h2⟩ :=
      exists_mulVec_eq_zero_iff.mpr ((mul_eq_zero.mp h1.symm).resolve_left hP)
    rw [sub_mulVec, one_mulVec, smul_mulVec, sub_eq_zero] at h2
    have hz0 : conj z ≠ 0 := by
      intro h
      rw [h, zero_smul] at h2
      exact hu h2
    refine ⟨fun h => hz0 (by rw [h, map_zero]), u, hu, ?_⟩
    calc U *ᵥ u = (conj z)⁻¹ • (conj z • (U *ᵥ u)) := (inv_smul_smul₀ hz0 _).symm
      _ = (conj z)⁻¹ • u := by rw [← h2]
  · have h1 := congrArg Matrix.det hU
    rw [det_mul, det_mul, det_conjTranspose] at h1
    have h2 : star U.det * U.det = 1 := mul_right_cancel₀ hP (by linear_combination h1)
    have h3 := congrArg norm h2
    rw [norm_mul, norm_star, norm_one] at h3
    nlinarith [norm_nonneg U.det]
```

## Unitarity and the Pauli example

The commutation criterion rests on `h3`, the relation U†(PQ) = 1.

```lean
/-- For Hermitian `A` and `B`, the composition is unitary exactly when its two substeps
commute. -/
theorem unitary_iff_commute (hA : A.IsHermitian) (hB : B.IsHermitian) (w : ℂ) (t : ℝ) :
    composed A B w t ∈ unitaryGroup n ℂ ↔
      strang A B (w * t) * strang A B (conj w * t) =
        strang A B (conj w * t) * strang A B (w * t) := by
  have h1 := strang_adjoint_mul hA hB (z := w * t) (z' := conj w * t) (by simp)
  have h2 := strang_adjoint_mul hA hB (z := conj w * t) (z' := w * t) (by simp)
  unfold composed
  generalize strang A B (w * t) = Q at *
  generalize strang A B (conj w * t) = P at *
  have h3 : (Q * P)ᴴ * (P * Q) = 1 := by
    calc (Q * P)ᴴ * (P * Q) = Pᴴ * (Qᴴ * P) * Q := by
          rw [conjTranspose_mul]; simp only [Matrix.mul_assoc]
      _ = 1 := by rw [h1, mul_one, h2]
  constructor
  · intro h
    have h4 : (Q * P) * (Q * P)ᴴ = 1 := mem_unitaryGroup_iff.mp h
    calc Q * P = Q * P * ((Q * P)ᴴ * (P * Q)) := by rw [h3, mul_one]
      _ = P * Q := by rw [← mul_assoc, h4, one_mul]
  · intro h
    rw [← h] at h3
    exact mem_unitaryGroup_iff'.mpr h3
```

The exponential of an involution is found by splitting its series into even and odd powers.

```lean
/-- If `σ² = 1`, then `exp(cσ) = cosh(c) + sinh(c) σ`. -/
theorem exp_involution {σ : Matrix n n ℂ} (h : σ * σ = 1) (c : ℂ) :
    NormedSpace.exp (c • σ) = Complex.cosh c • (1 : Matrix n n ℂ) + Complex.sinh c • σ := by
  rw [NormedSpace.exp_eq_tsum ℂ]
  -- split the series into even and odd powers
  refine (HasSum.even_add_odd
    (f := fun k : ℕ => ((k.factorial : ℂ)⁻¹) • (c • σ) ^ k) ?_ ?_).tsum_eq
  · have e : ∀ k : ℕ, (((2 * k).factorial : ℂ)⁻¹) • (c • σ) ^ (2 * k) =
        (c ^ (2 * k) / ((2 * k).factorial : ℂ)) • (1 : Matrix n n ℂ) := by
      intro k
      rw [smul_pow, pow_mul σ, sq σ, h, one_pow, smul_smul, div_eq_inv_mul]
    simp only [e]
    exact (Complex.hasSum_cosh c).smul_const (1 : Matrix n n ℂ)
  · have e : ∀ k : ℕ, (((2 * k + 1).factorial : ℂ)⁻¹) • (c • σ) ^ (2 * k + 1) =
        (c ^ (2 * k + 1) / ((2 * k + 1).factorial : ℂ)) • σ := by
      intro k
      rw [smul_pow, pow_succ σ, pow_mul σ, sq σ, h, one_pow, one_mul, smul_smul,
        div_eq_inv_mul]
    simp only [e]
    exact (Complex.hasSum_sinh c).smul_const σ
```

The Pauli matrices have their usual form.

```lean
/-- The Pauli matrix `σz`. -/
def sigmaZ : Matrix (Fin 2) (Fin 2) ℂ := !![1, 0; 0, -1]

/-- The Pauli matrix `σx`. -/
def sigmaX : Matrix (Fin 2) (Fin 2) ℂ := !![0, 1; 1, 0]
```

The closed form of S(z) holds for every complex z. The products are simplified with `e3`, which says that exp(−iz/2) and exp(iz/2) are mutually inverse.

```lean
/-- The splitting step for `A = σz` and `B = σx` in closed form. -/
theorem strang_qubit (z : ℂ) : strang sigmaZ sigmaX z =
    !![(Complex.exp (-(z * Complex.I)) ^ 2 + 1) / 2,
        (Complex.exp (-(z * Complex.I)) - Complex.exp (z * Complex.I)) / 2;
      (Complex.exp (-(z * Complex.I)) - Complex.exp (z * Complex.I)) / 2,
        (Complex.exp (z * Complex.I) ^ 2 + 1) / 2] := by
  have entries : ∀ {a b c d a' b' c' d' : ℂ}, a = a' → b = b' → c = c' → d = d' →
      !![a, b; c, d] = !![a', b'; c', d'] := by
    rintro _ _ _ _ _ _ _ _ rfl rfl rfl rfl; rfl
  have hZ : sigmaZ * sigmaZ = 1 := by
    ext i j; fin_cases i <;> fin_cases j <;> simp [sigmaZ]
  have hX : sigmaX * sigmaX = 1 := by
    ext i j; fin_cases i <;> fin_cases j <;> simp [sigmaX]
  have eZ : ∀ c : ℂ, NormedSpace.exp (c • sigmaZ) =
      !![Complex.exp c, 0; 0, Complex.exp (-c)] := by
    intro c
    rw [exp_involution hZ]
    ext i j
    fin_cases i <;> fin_cases j <;> simp [sigmaZ, Complex.cosh, Complex.sinh] <;> ring
  have eX : ∀ c : ℂ, NormedSpace.exp (c • sigmaX) =
      !![(Complex.exp c + Complex.exp (-c)) / 2, (Complex.exp c - Complex.exp (-c)) / 2;
        (Complex.exp c - Complex.exp (-c)) / 2, (Complex.exp c + Complex.exp (-c)) / 2] := by
    intro c
    rw [exp_involution hX]
    ext i j
    fin_cases i <;> fin_cases j <;> simp [sigmaX, Complex.cosh, Complex.sinh]
  have e1 : Complex.exp (-(z * Complex.I)) = Complex.exp (-(z * Complex.I / 2)) ^ 2 := by
    rw [← Complex.exp_nat_mul]; congr 1; push_cast; ring
  have e2 : Complex.exp (z * Complex.I) = Complex.exp (z * Complex.I / 2) ^ 2 := by
    rw [← Complex.exp_nat_mul]; congr 1; push_cast; ring
  have e3 : Complex.exp (-(z * Complex.I / 2)) * Complex.exp (z * Complex.I / 2) = 1 := by
    rw [← Complex.exp_add, neg_add_cancel, Complex.exp_zero]
  unfold strang
  rw [eZ, eX, neg_neg, neg_neg, e1, e2, Matrix.mul_fin_two, Matrix.mul_fin_two]
  generalize Complex.exp (-(z * Complex.I / 2)) = p at e3 ⊢
  generalize Complex.exp (z * Complex.I / 2) = q at e3 ⊢
  refine entries ?_ ?_ ?_ ?_
  · linear_combination (p * q + 1) / 2 * e3
  · linear_combination (p ^ 2 - q ^ 2) / 2 * e3
  · linear_combination (p ^ 2 - q ^ 2) / 2 * e3
  · linear_combination (p * q + 1) / 2 * e3
```

The last theorem fixes t = π and allows every real y ≠ 0. Here `he` and `hf` express the substitution that turns Q into P, `hne` is |e| ≠ |f|, and `h2` is the vanishing product that commutation would require.

```lean
/-- For `A = σz`, `B = σx`, `t = π` and `w = 1/2 + iy` with real `y ≠ 0`, the composition is
not unitary. -/
theorem qubit_not_unitary {y : ℝ} (hy : y ≠ 0) :
    composed sigmaZ sigmaX (1 / 2 + y * Complex.I) Real.pi ∉ unitaryGroup (Fin 2) ℂ := by
  have hZ : sigmaZ.IsHermitian := by
    ext i j; fin_cases i <;> fin_cases j <;> simp [sigmaZ]
  have hX : sigmaX.IsHermitian := by
    ext i j; fin_cases i <;> fin_cases j <;> simp [sigmaX]
  have hw : conj (1 / 2 + y * Complex.I) = 1 / 2 - y * Complex.I := by
    simp only [map_add, map_mul, map_div₀, map_one, map_ofNat, Complex.conj_ofReal,
      Complex.conj_I]
    ring
  -- the arguments `wπ` and `conj(w)π` of the two substeps add up to `π`
  have hf : Complex.exp ((1 / 2 - y * Complex.I) * Real.pi * Complex.I) =
      -Complex.exp (-((1 / 2 + y * Complex.I) * Real.pi * Complex.I)) := by
    rw [← mul_neg_one, ← Complex.exp_pi_mul_I, ← Complex.exp_add]
    congr 1; ring
  have he : Complex.exp (-((1 / 2 - y * Complex.I) * Real.pi * Complex.I)) =
      -Complex.exp ((1 / 2 + y * Complex.I) * Real.pi * Complex.I) := by
    rw [Complex.exp_neg, hf, Complex.exp_neg, inv_neg, inv_inv]
  have hne : ‖Complex.exp (-((1 / 2 + y * Complex.I) * Real.pi * Complex.I))‖ ≠
      ‖Complex.exp ((1 / 2 + y * Complex.I) * Real.pi * Complex.I)‖ := by
    have him : ((1 / 2 + y * Complex.I) * (Real.pi : ℂ)).im = y * Real.pi := by simp
    rw [Complex.norm_exp, Complex.norm_exp, Complex.neg_re, Complex.mul_I_re, him]
    intro h
    have h1 := Real.exp_injective h
    exact mul_ne_zero hy Real.pi_ne_zero (by linarith)
  rw [unitary_iff_commute hZ hX, hw, strang_qubit, strang_qubit, he, hf,
    Matrix.mul_fin_two, Matrix.mul_fin_two]
  generalize Complex.exp (-((1 / 2 + y * Complex.I) * Real.pi * Complex.I)) = e at hne ⊢
  generalize Complex.exp ((1 / 2 + y * Complex.I) * Real.pi * Complex.I) = f at hne ⊢
  intro h
  -- the off-diagonal entry of the commutator
  have h1 : (e ^ 2 + 1) / 2 * ((-f - -e) / 2) + (e - f) / 2 * (((-e) ^ 2 + 1) / 2) =
      ((-f) ^ 2 + 1) / 2 * ((e - f) / 2) + (-f - -e) / 2 * ((f ^ 2 + 1) / 2) :=
    congrFun (congrFun h 0) 1
  have h2 : (e - f) ^ 2 * (e + f) = 0 := by linear_combination 2 * h1
  rcases mul_eq_zero.mp h2 with h3 | h3
  · exact hne (by rw [sub_eq_zero.mp ((pow_eq_zero_iff two_ne_zero).mp h3)])
  · exact hne (by rw [eq_neg_of_add_eq_zero_left h3, norm_neg])

end

end ComplexComposition
```

```lean
#print axioms ComplexComposition.spectrum_reflection
-- 'ComplexComposition.spectrum_reflection' depends on axioms: [propext, Classical.choice, Quot.sound]
#print axioms ComplexComposition.qubit_not_unitary
-- 'ComplexComposition.qubit_not_unitary' depends on axioms: [propext, Classical.choice, Quot.sound]
```
